# Level shifts above the spectral width preserve symmetry occupations

A level-shifted SCF step adds b(1−P) to the Fock matrix F, diagonalizes, and fills the N lowest orbitals; P projects onto the N previously occupied ones. If F has its spectrum in [l,u], b > u−l, and the projector S onto a symmetry species, such as the reflection-even orbitals, commutes with F and P, the step preserves the occupation Tr SP of that species. Under such a shift, a guess with one even orbital too many passes that error on.

Let H = F + b(1−P), and let Q project onto its eigenvectors with levels dᵢ ≤ u. If Qx = x and Px = 0, then

(l+b) x·x ≤ x·Hx ≤ u x·x,

so x = 0, as l+b > u. If Px = x and Qx = 0, then x·Hx = x·Fx ≤ u x·x, but x contains only levels above u, so x = 0. Thus P is injective on ran Q and Q on ran P, so rank Q = N.

S commutes with H, hence with Q. If SQx = x, then Sx = x and Qx = x, so SPx = Px vanishes only for x = 0. Exchanging Q and P, the idempotents SQ and SP have equal rank, hence equal trace.

For any rank-N projector R, let rᵢ be its diagonal elements in the eigenbasis of H, and fᵢ those of Q (1 up to u, 0 above). Since Σrᵢ = Σfᵢ and 0 ≤ rᵢ ≤ 1,

Tr HR − Tr HQ = Σ(dᵢ−u)(rᵢ−fᵢ) ≥ 0.

Equality forces rᵢ = 0 above u, so rᵢ ≤ fᵢ; equal sums then give rᵢ = fᵢ. Since rᵢ² = rᵢ = Σⱼ Rᵢⱼ², off-diagonal elements vanish: R = Q, the unique minimizer.

The basis is finite, real and orthonormal; `IsProjector` describes N occupied orbitals.

In Lean 4 with Mathlib:

```lean
import Mathlib

open Matrix

namespace LevelShiftSymmetry

noncomputable section

variable {n : Type*} [Fintype n] [DecidableEq n]

/-- A real orthogonal projector of rank `N`: the density matrix of `N` occupied orbitals. -/
structure IsProjector (N : ℕ) (P : Matrix n n ℝ) : Prop where
  symm : Pᵀ = P
  idem : P * P = P
  rank_eq : P.rank = N

/-- The level-shifted Fock matrix `F + b (1 - P)`. -/
def shifted (F P : Matrix n n ℝ) (b : ℝ) : Matrix n n ℝ := F + b • (1 - P)
```

`SpectrumIn` bounds the eigenvalues; `IsMinimizer` admits symmetry-broken competitors.

```lean
/-- Every real eigenvalue of `F` lies in `[l, u]`. -/
def SpectrumIn (F : Matrix n n ℝ) (l u : ℝ) : Prop :=
  ∀ (μ : ℝ) (v : n → ℝ), v ≠ 0 → F *ᵥ v = μ • v → l ≤ μ ∧ μ ≤ u

/-- `Q` minimizes `Tr ((F + b (1 - P)) Q)` among the orthogonal projectors of rank `N`. -/
def IsMinimizer (N : ℕ) (F P : Matrix n n ℝ) (b : ℝ) (Q : Matrix n n ℝ) : Prop :=
  IsProjector N Q ∧ ∀ R, IsProjector N R →
    (shifted F P b * Q).trace ≤ (shifted F P b * R).trace

/-- Occupation numbers that fill every level `d i` up to the energy `c`. -/
def fill (d : n → ℝ) (c : ℝ) (i : n) : ℝ := if d i ≤ c then 1 else 0
```

Ranks are compared, overall and per species.

```lean
/-- The trace of an idempotent matrix is its rank. -/
theorem trace_eq_rank {A : Matrix n n ℝ} (hA : A * A = A) : A.trace = A.rank := by
  have hp : LinearMap.IsProj (LinearMap.range (toLin' A)) (toLin' A) := by
    refine ⟨fun x => LinearMap.mem_range_self _ x, ?_⟩
    rintro _ ⟨x, rfl⟩
    rw [toLin'_apply, toLin'_apply, mulVec_mulVec, hA]
  have ht := hp.trace
  rw [LinearMap.trace_eq_matrix_trace ℝ (Pi.basisFun ℝ n),
    LinearMap.toMatrix_eq_toMatrix', LinearMap.toMatrix'_toLin'] at ht
  exact ht

/-- If the idempotent `B` annihilates no nonzero vector in the range of the idempotent `A`,
then `Tr A ≤ Tr B`. -/
theorem trace_le {A B : Matrix n n ℝ} (hA : A * A = A) (hB : B * B = B)
    (h : ∀ x, A *ᵥ x = x → B *ᵥ x = 0 → x = 0) : A.trace ≤ B.trace := by
  rw [trace_eq_rank hA, trace_eq_rank hB]
  let f := B.mulVecLin.rangeRestrict ∘ₗ (LinearMap.range A.mulVecLin).subtype
  have hf : Function.Injective f := by
    rw [injective_iff_map_eq_zero]
    rintro ⟨_, y, rfl⟩ hx
    have hx' : B *ᵥ (A *ᵥ y) = 0 := congrArg Subtype.val hx
    exact Subtype.ext (h (A *ᵥ y) (by rw [mulVec_mulVec, hA]) hx')
  exact_mod_cast LinearMap.finrank_le_finrank_of_injective hf

/-- If the idempotent `P` annihilates no nonzero vector in the range of the idempotent `Q`, then
`Tr SQ ≤ Tr SP` for every idempotent `S` commuting with both. -/
theorem species_trace_le {P Q S : Matrix n n ℝ} (hP : P * P = P) (hQ : Q * Q = Q)
    (hS : S * S = S) (cP : S * P = P * S) (cQ : S * Q = Q * S)
    (h : ∀ x, Q *ᵥ x = x → P *ᵥ x = 0 → x = 0) : (S * Q).trace ≤ (S * P).trace := by
  have idem : ∀ A : Matrix n n ℝ, A * A = A → S * A = A * S → (S * A) * (S * A) = S * A := by
    intro A hA c
    calc (S * A) * (S * A) = S * (A * S) * A := by noncomm_ring
      _ = (S * S) * (A * A) := by rw [← c]; noncomm_ring
      _ = S * A := by rw [hS, hA]
  refine trace_le (idem Q hQ cQ) (idem P hP cP) fun x hx h0 => ?_
  have hSx : S *ᵥ x = x := by rw [← hx, mulVec_mulVec, ← mul_assoc, hS]
  have hQx : Q *ᵥ x = x := by rw [← hx, mulVec_mulVec, cQ, ← mul_assoc, hQ]
  rw [cP, ← mulVec_mulVec, hSx] at h0
  exact h x hQx h0
```

Diagonalization bounds x·Fx.

```lean
/-- A real symmetric matrix has an orthonormal set of orbitals `U` with levels `d`, in which the
squared norm and the quadratic form of `H` are sums over orbitals. -/
theorem exists_orbitals {H : Matrix n n ℝ} (hH : Hᵀ = H) :
    ∃ (U : Matrix n n ℝ) (d : n → ℝ), Uᵀ * U = 1 ∧ U * Uᵀ = 1 ∧ H = U * diagonal d * Uᵀ ∧
      (∀ x, x ⬝ᵥ x = ∑ i, (Uᵀ *ᵥ x) i ^ 2) ∧
      ∀ x, x ⬝ᵥ H *ᵥ x = ∑ i, d i * (Uᵀ *ᵥ x) i ^ 2 := by
  have hH' : H.IsHermitian := by
    rw [Matrix.IsHermitian, conjTranspose_eq_transpose_of_trivial, hH]
  let U : Matrix n n ℝ := hH'.eigenvectorUnitary
  have h1 : Uᵀ * U = 1 := by
    have := Matrix.mem_unitaryGroup_iff'.mp hH'.eigenvectorUnitary.2
    rwa [star_eq_conjTranspose, conjTranspose_eq_transpose_of_trivial] at this
  have h2 : U * Uᵀ = 1 := mul_eq_one_comm.mp h1
  have h3 : H * U = U * diagonal hH'.eigenvalues := by
    ext i j
    have hU : ∀ k, U k j = hH'.eigenvectorBasis j k :=
      fun k => hH'.eigenvectorUnitary_apply k j
    have := congrFun (hH'.mulVec_eigenvectorBasis j) i
    rw [Matrix.mul_diagonal, Matrix.mul_apply, mul_comm (U i j)]
    simp only [hU]
    exact this
  have form : ∀ (d x : n → ℝ),
      x ⬝ᵥ (U * diagonal d * Uᵀ) *ᵥ x = ∑ i, d i * (Uᵀ *ᵥ x) i ^ 2 := by
    intro d x
    rw [← mulVec_mulVec, ← mulVec_mulVec, Matrix.dotProduct_mulVec, ← mulVec_transpose]
    simp only [dotProduct, mulVec_diagonal]
    exact Finset.sum_congr rfl fun i _ => by ring
  have hd : H = U * diagonal hH'.eigenvalues * Uᵀ := by rw [← h3, mul_assoc, h2, mul_one]
  refine ⟨U, hH'.eigenvalues, h1, h2, hd, fun x => ?_, fun x => ?_⟩
  · have := form (fun _ => 1) x
    rw [diagonal_one, mul_one, h2, one_mulVec] at this
    simpa only [one_mul] using this
  · rw [← form, ← hd]

/-- If the eigenvalues of a real symmetric `F` lie in `[l, u]`, so do its expectation values
in normalized vectors. -/
theorem energy_bounds {F : Matrix n n ℝ} {l u : ℝ} (hF : Fᵀ = F) (hs : SpectrumIn F l u)
    (x : n → ℝ) : l * (x ⬝ᵥ x) ≤ x ⬝ᵥ F *ᵥ x ∧ x ⬝ᵥ F *ᵥ x ≤ u * (x ⬝ᵥ x) := by
  obtain ⟨U, d, h1, -, hd, hn, hq⟩ := exists_orbitals hF
  have hb : ∀ i, l ≤ d i ∧ d i ≤ u := by
    intro i
    refine hs (d i) (U *ᵥ Pi.single i 1) (fun h0 => ?_) ?_
    · have h3 := congrArg (fun v => Uᵀ *ᵥ v) h0
      simp only [mulVec_mulVec, h1, one_mulVec, mulVec_zero] at h3
      simpa using congrFun h3 i
    · have e : diagonal d *ᵥ Pi.single i 1 = d i • (Pi.single i 1 : n → ℝ) := by
        ext j
        rw [mulVec_diagonal]
        by_cases h : j = i
        · subst h; simp
        · simp [h]
      rw [hd, mulVec_mulVec, mul_assoc, h1, mul_one, ← mulVec_mulVec, e, mulVec_smul]
  rw [hq, hn, Finset.mul_sum, Finset.mul_sum]
  exact ⟨Finset.sum_le_sum fun i _ => mul_le_mul_of_nonneg_right (hb i).1 (sq_nonneg _),
    Finset.sum_le_sum fun i _ => mul_le_mul_of_nonneg_right (hb i).2 (sq_nonneg _)⟩
```

The equality argument for rᵢ precedes the construction of Q.

```lean
/-- For levels `d`, an orthogonal projector with as many particles as the filling up to `c`,
and no more energy, is that filling. -/
theorem eq_fill_of_energy_le {R : Matrix n n ℝ} (hs : Rᵀ = R) (hi : R * R = R)
    (d : n → ℝ) (c : ℝ) (ht : ∑ i, R i i = ∑ i, fill d c i)
    (he : ∑ i, d i * R i i ≤ ∑ i, d i * fill d c i) : R = diagonal (fill d c) := by
  have hsym : ∀ i j, R j i = R i j := fun i j => congrFun (congrFun hs i) j
  have hr : ∀ i, R i i = ∑ j, R i j ^ 2 := fun i => by
    calc R i i = (R * R) i i := by rw [hi]
      _ = _ := by
        rw [Matrix.mul_apply]
        exact Finset.sum_congr rfl fun j _ => by rw [hsym i j, sq]
  have h0 : ∀ i, 0 ≤ R i i := fun i => by
    rw [hr i]; exact Finset.sum_nonneg fun j _ => sq_nonneg _
  have h1 : ∀ i, R i i ≤ 1 := fun i => by
    have := Finset.single_le_sum (f := fun j => R i j ^ 2) (fun j _ => sq_nonneg _)
      (Finset.mem_univ i)
    have h : R i i ^ 2 ≤ R i i := this.trans (hr i).ge
    nlinarith
  -- energy excesses measured from `c` are nonnegative with sum at most 0, so each vanishes
  have hn : ∀ i, 0 ≤ (d i - c) * (R i i - fill d c i) := fun i => by
    unfold fill
    split_ifs with h
    · nlinarith [mul_nonneg (sub_nonneg.2 h) (sub_nonneg.2 (h1 i))]
    · nlinarith [mul_nonneg (sub_nonneg.2 (not_le.1 h).le) (h0 i)]
  have hsum : ∑ i, (d i - c) * (R i i - fill d c i) = (∑ i, d i * R i i
      - ∑ i, d i * fill d c i) - c * (∑ i, R i i - ∑ i, fill d c i) := by
    simp only [← Finset.sum_sub_distrib, Finset.mul_sum]
    exact Finset.sum_congr rfl fun i _ => by ring
  have hz := (Finset.sum_eq_zero_iff_of_nonneg (fun i _ => hn i)).1
    (le_antisymm (by rw [hsum, ht]; linarith) (Finset.sum_nonneg fun i _ => hn i))
  have hf : ∀ i, R i i ≤ fill d c i := fun i => by
    by_cases h : d i ≤ c
    · rw [show fill d c i = 1 from if_pos h]; exact h1 i
    · have hi0 : fill d c i = 0 := if_neg h
      have := hz i (Finset.mem_univ i)
      rw [hi0, sub_zero] at this
      rw [hi0]
      rcases mul_eq_zero.1 this with h' | h'
      · exact absurd (sub_eq_zero.1 h').le h
      · exact h'.le
  have heq : ∀ i, R i i = fill d c i := fun i =>
    (Finset.sum_eq_sum_iff_of_le (fun i _ => hf i)).1 ht i (Finset.mem_univ i)
  ext i j
  by_cases hij : i = j
  · subst hij; rw [diagonal_apply_eq, heq]
  · -- occupations 0 and 1 leave no room for off-diagonal elements
    rw [diagonal_apply_ne _ hij]
    have e : R i i ^ 2 + ∑ k ∈ Finset.univ.erase i, R i k ^ 2 = ∑ k, R i k ^ 2 :=
      Finset.add_sum_erase Finset.univ (fun k => R i k ^ 2) (Finset.mem_univ i)
    have g : R i j ^ 2 ≤ ∑ k ∈ Finset.univ.erase i, R i k ^ 2 :=
      Finset.single_le_sum (f := fun k => R i k ^ 2) (fun k _ => sq_nonneg _)
        (Finset.mem_erase.2 ⟨Ne.symm hij, Finset.mem_univ j⟩)
    have q : R i i ^ 2 = R i i := by
      rw [heq i]; unfold fill; split_ifs <;> norm_num
    have : R i j ^ 2 ≤ 0 := by linarith [hr i]
    exact (pow_eq_zero_iff two_ne_zero).1 (le_antisymm this (sq_nonneg _))

/-- Filling all levels of a real symmetric `H` up to `c` gives an orthogonal projector `Q` that
separates energies at `c`, commutes with all symmetries of `H`, and is the only orthogonal
projector of its trace with energy at most its own. -/
theorem exists_aufbau {H : Matrix n n ℝ} (hH : Hᵀ = H) (c : ℝ) :
    ∃ Q : Matrix n n ℝ, Qᵀ = Q ∧ Q * Q = Q ∧
      (∀ x, Q *ᵥ x = x → x ⬝ᵥ H *ᵥ x ≤ c * (x ⬝ᵥ x)) ∧
      (∀ x, Q *ᵥ x = 0 → x ⬝ᵥ H *ᵥ x ≤ c * (x ⬝ᵥ x) → x = 0) ∧
      (∀ S, S * H = H * S → S * Q = Q * S) ∧
      ∀ R, Rᵀ = R → R * R = R → R.trace = Q.trace →
        (H * R).trace ≤ (H * Q).trace → R = Q := by
  obtain ⟨U, d, h1, h2, hd, hn, hq⟩ := exists_orbitals hH
  -- rules for passing to the orbital basis
  have k : ∀ A B : Matrix n n ℝ, (U * A * Uᵀ) * (U * B * Uᵀ) = U * (A * B) * Uᵀ := by
    intro A B
    calc _ = U * A * (Uᵀ * U) * B * Uᵀ := by noncomm_ring
      _ = _ := by rw [h1]; noncomm_ring
  have e : ∀ A : Matrix n n ℝ, Uᵀ * (U * A * Uᵀ) * U = A := by
    intro A
    calc _ = (Uᵀ * U) * A * (Uᵀ * U) := by noncomm_ring
      _ = A := by rw [h1, one_mul, mul_one]
  have inj : ∀ A B : Matrix n n ℝ, U * A * Uᵀ = U * B * Uᵀ → A = B := by
    intro A B h
    calc A = Uᵀ * (U * A * Uᵀ) * U := (e A).symm
      _ = B := by rw [h, e B]
  have back : ∀ A : Matrix n n ℝ, A = U * (Uᵀ * A * U) * Uᵀ := by
    intro A
    symm
    calc _ = (U * Uᵀ) * A * (U * Uᵀ) := by noncomm_ring
      _ = A := by rw [h2, one_mul, mul_one]
  have tr : ∀ A : Matrix n n ℝ, (U * A * Uᵀ)ᵀ = U * Aᵀ * Uᵀ := by
    intro A
    rw [transpose_mul, transpose_mul, transpose_transpose, mul_assoc]
  have tc : ∀ A : Matrix n n ℝ, (U * A * Uᵀ).trace = A.trace := by
    intro A
    rw [Matrix.trace_mul_comm, ← mul_assoc, h1, one_mul]
  have hy : ∀ x i, (Uᵀ *ᵥ ((U * diagonal (fill d c) * Uᵀ) *ᵥ x)) i
      = fill d c i * (Uᵀ *ᵥ x) i := by
    intro x i
    rw [mulVec_mulVec, ← mul_assoc, ← mul_assoc, h1, one_mul, ← mulVec_mulVec,
      mulVec_diagonal]
  refine ⟨U * diagonal (fill d c) * Uᵀ, ?_, ?_, ?_, ?_, ?_, ?_⟩
  · rw [tr, diagonal_transpose]
  · have ff : ∀ i, fill d c i * fill d c i = fill d c i := fun i => by
      unfold fill; split_ifs <;> norm_num
    rw [k, diagonal_mul_diagonal]
    simp only [ff]
  · intro x hx
    rw [hq, hn, Finset.mul_sum]
    refine Finset.sum_le_sum fun i _ => ?_
    by_cases h : d i ≤ c
    · exact mul_le_mul_of_nonneg_right h (sq_nonneg _)
    · have := hy x i
      rw [hx, show fill d c i = 0 from if_neg h, zero_mul] at this
      rw [this]; simp
  · intro x hx he
    have o : ∀ i, d i ≤ c → (Uᵀ *ᵥ x) i = 0 := by
      intro i h
      have := hy x i
      rw [hx, mulVec_zero, show fill d c i = 1 from if_pos h, one_mul] at this
      exact this.symm
    have t : ∀ i, 0 ≤ (d i - c) * (Uᵀ *ᵥ x) i ^ 2 := fun i => by
      by_cases h : d i ≤ c
      · rw [o i h]; simp
      · exact mul_nonneg (sub_nonneg.2 (not_le.1 h).le) (sq_nonneg _)
    have hs : ∑ i, (d i - c) * (Uᵀ *ᵥ x) i ^ 2 ≤ 0 := by
      rw [hq, hn, Finset.mul_sum] at he
      simp only [sub_mul, Finset.sum_sub_distrib]
      linarith
    have hz := (Finset.sum_eq_zero_iff_of_nonneg (fun i _ => t i)).1
      (le_antisymm hs (Finset.sum_nonneg fun i _ => t i))
    have y0 : ∀ i, (Uᵀ *ᵥ x) i ^ 2 = 0 := fun i => by
      by_cases h : d i ≤ c
      · rw [o i h]; simp
      · rcases mul_eq_zero.1 (hz i (Finset.mem_univ i)) with h' | h'
        · exact absurd (sub_eq_zero.1 h').le h
        · exact h'
    exact dotProduct_self_eq_zero.1 ((hn x).trans (Finset.sum_eq_zero fun i _ => y0 i))
  · intro S hS
    obtain ⟨T, rfl⟩ : ∃ T, S = U * T * Uᵀ := ⟨_, back S⟩
    rw [hd, k, k] at hS
    have hT := inj _ _ hS
    have : T * diagonal (fill d c) = diagonal (fill d c) * T := by
      ext i j
      have g := congrFun (congrFun hT i) j
      rw [Matrix.mul_diagonal, Matrix.diagonal_mul] at g ⊢
      by_cases h0 : T i j = 0
      · simp [h0]
      · have hij : d j = d i := mul_left_cancel₀ h0 (g.trans (mul_comm _ _))
        rw [show fill d c j = fill d c i by simp only [fill, hij], mul_comm]
    rw [k, k, this]
  · intro R hs hi ht he
    obtain ⟨T, rfl⟩ : ∃ T, R = U * T * Uᵀ := ⟨_, back R⟩
    rw [tr] at hs
    rw [k] at hi
    rw [tc, tc, trace_diagonal] at ht
    rw [hd, k, k, tc, tc] at he
    simp only [Matrix.trace, Matrix.diag_apply, Matrix.diagonal_mul,
      diagonal_apply_eq] at he
    rw [eq_fill_of_energy_le (inj _ _ hs) (inj _ _ hi) d c ht he]
```

`lossQ` and `lossP` show x = 0; `q6` gives minimality and uniqueness.

```lean
/-- Let `F` be real symmetric with eigenvalues in `[l, u]`, `P` an orthogonal projector of rank
`N`, and `S` an idempotent commuting with `F` and `P`. For a shift `b > u - l` the level-shifted
problem has exactly one minimizer `Q`; it commutes with `S`, and `Tr SQ = Tr SP`. -/
theorem level_shift_locks_symmetry {N : ℕ} {F P S : Matrix n n ℝ} {l u b : ℝ}
    (hF : Fᵀ = F) (hs : SpectrumIn F l u) (hP : IsProjector N P) (hS : S * S = S)
    (cF : S * F = F * S) (cP : S * P = P * S) (hb : u - l < b) :
    ∃ Q, IsMinimizer N F P b Q ∧ (∀ R, IsMinimizer N F P b R → R = Q) ∧
      S * Q = Q * S ∧ (S * Q).trace = (S * P).trace := by
  have hH : (shifted F P b)ᵀ = shifted F P b := by
    simp only [shifted, transpose_add, transpose_smul, transpose_sub, transpose_one, hF, hP.symm]
  have hx : ∀ x, x ⬝ᵥ shifted F P b *ᵥ x
      = x ⬝ᵥ F *ᵥ x + b * (x ⬝ᵥ x - x ⬝ᵥ P *ᵥ x) := fun x => by
    simp only [shifted, Matrix.add_mulVec, Matrix.smul_mulVec, Matrix.sub_mulVec, one_mulVec,
      dotProduct_add, dotProduct_smul, dotProduct_sub, smul_eq_mul]
  obtain ⟨Q, q1, q2, q3, q4, q5, q6⟩ := exists_aufbau hH u
  -- no filled orbital is orthogonal to the old occupied space, and conversely
  have lossQ : ∀ x, Q *ᵥ x = x → P *ᵥ x = 0 → x = 0 := by
    intro x h h0
    have a := q3 x h
    rw [hx, h0, dotProduct_zero, sub_zero] at a
    have a' := (energy_bounds hF hs x).1
    have p : 0 ≤ x ⬝ᵥ x := Finset.sum_nonneg fun i _ => mul_self_nonneg (x i)
    refine dotProduct_self_eq_zero.1 (le_antisymm ?_ p)
    by_contra hc
    nlinarith [mul_pos (sub_pos.2 hb) (not_le.1 hc)]
  have lossP : ∀ x, P *ᵥ x = x → Q *ᵥ x = 0 → x = 0 := by
    intro x h h0
    refine q4 x h0 ?_
    rw [hx, h, sub_self, mul_zero, add_zero]
    exact (energy_bounds hF hs x).2
  have cQ : S * Q = Q * S := by
    apply q5
    simp only [shifted, mul_add, add_mul, mul_smul_comm, smul_mul_assoc, mul_sub, sub_mul,
      mul_one, one_mul, cF, cP]
  have ht : Q.trace = P.trace :=
    le_antisymm (trace_le q2 hP.idem lossQ) (trace_le hP.idem q2 lossP)
  have hQ : IsProjector N Q := by
    refine ⟨q1, q2, ?_⟩
    rw [trace_eq_rank q2, trace_eq_rank hP.idem, hP.rank_eq] at ht
    exact_mod_cast ht
  have same : ∀ R : Matrix n n ℝ, IsProjector N R → R.trace = Q.trace := fun R hR => by
    rw [trace_eq_rank hR.idem, trace_eq_rank q2, hR.rank_eq, hQ.rank_eq]
  refine ⟨Q, ⟨hQ, fun R hR => ?_⟩, fun R hR => ?_, cQ, ?_⟩
  · by_contra hc
    have hRQ := q6 R hR.symm hR.idem (same R hR) (not_le.1 hc).le
    exact hc (le_of_eq (by rw [hRQ]))
  · exact q6 R hR.1.symm hR.1.idem (same R hR.1) (hR.2 Q hQ)
  · exact le_antisymm (species_trace_le hP.idem q2 hS cP cQ lossQ)
      (species_trace_le q2 hP.idem hS cQ cP lossP)
```

Induction covers whole iterations, convergent or not. `hsym` is assumed; for a reflection it follows from the Hamiltonian's invariance, in a basis closed under the reflection.

```lean
/-- In a level-shifted Roothaan iteration with symmetric Fock matrices, a Fock map preserving
commutation with the idempotent `S`, a rank-`N` orthogonal projector commuting with `S` as start,
and every shift above the spectral width bound of its Fock matrix, the occupation `Tr S D` of the
species never changes. -/
theorem roothaan_occupation_conserved {N : ℕ} {S : Matrix n n ℝ}
    (Fock : Matrix n n ℝ → Matrix n n ℝ) (D : ℕ → Matrix n n ℝ) {l u b : ℕ → ℝ}
    (hF : ∀ k, (Fock (D k))ᵀ = Fock (D k)) (hs : ∀ k, SpectrumIn (Fock (D k)) (l k) (u k))
    (hb : ∀ k, u k - l k < b k) (hS : S * S = S)
    (hsym : ∀ A, S * A = A * S → S * Fock A = Fock A * S)
    (h0 : IsProjector N (D 0)) (c0 : S * D 0 = D 0 * S)
    (step : ∀ k, IsMinimizer N (Fock (D k)) (D k) (b k) (D (k + 1))) (k : ℕ) :
    S * D k = D k * S ∧ (S * D k).trace = (S * D 0).trace := by
  have hp : ∀ k, IsProjector N (D k) := fun k => by
    cases k with
    | zero => exact h0
    | succ k => exact (step k).1
  induction k with
  | zero => exact ⟨c0, rfl⟩
  | succ k ih =>
    obtain ⟨Q, -, huniq, cQ, tQ⟩ := level_shift_locks_symmetry (hF k) (hs k) (hp k) hS
      (hsym _ ih.1) ih.1 (hb k)
    rw [huniq _ (step k)]
    exact ⟨cQ, tQ.trans ih.2⟩
```

The condition b ≥ u−l would not suffice: with F = P = S = diag(0,1) and b = 1, H is the identity, so diag(1,0) also minimizes, with species occupation 0 instead of 1. For other F and P a smaller shift can suffice: if P already fills the N lowest levels of F, below a gap, even b = 0 returns P.

```lean
/-- The threshold is sharp: for `F = P = S = diag (0, 1)` and any shift `b ≤ 1`, the projector
`diag (1, 0)` is a minimizer; its occupation of the species `S` is 0, while that of `P` is 1. -/
theorem threshold_sharp {b : ℝ} (hb : b ≤ 1) :
    IsMinimizer 1 !![0, 0; 0, 1] !![0, 0; 0, 1] b !![1, 0; 0, 0] ∧
      ((!![0, 0; 0, 1] : Matrix (Fin 2) (Fin 2) ℝ) * !![1, 0; 0, 0]).trace = 0 ∧
      ((!![0, 0; 0, 1] : Matrix (Fin 2) (Fin 2) ℝ) * !![0, 0; 0, 1]).trace = 1 := by
  have hQ : (!![1, 0; 0, 0] : Matrix (Fin 2) (Fin 2) ℝ) * !![1, 0; 0, 0] = !![1, 0; 0, 0] := by
    ext i j
    fin_cases i <;> fin_cases j <;> simp [Matrix.mul_apply, Fin.sum_univ_succ]
  have hH : shifted !![0, 0; 0, 1] !![0, 0; 0, 1] b = !![b, 0; 0, 1] := by
    ext i j
    fin_cases i <;> fin_cases j <;> simp [shifted]
  refine ⟨⟨⟨?_, hQ, ?_⟩, fun R hR => ?_⟩, ?_, ?_⟩
  · ext i j
    fin_cases i <;> fin_cases j <;> simp
  · have t : ((!![1, 0; 0, 0] : Matrix (Fin 2) (Fin 2) ℝ).rank : ℝ) = 1 := by
      rw [← trace_eq_rank hQ]; simp [Matrix.trace_fin_two]
    exact_mod_cast t
  · have ht : R 0 0 + R 1 1 = 1 := by
      rw [← Matrix.trace_fin_two, trace_eq_rank hR.idem, hR.rank_eq]; norm_num
    have e := congrFun (congrFun hR.idem 1) 1
    have s : R 0 1 = R 1 0 := congrFun (congrFun hR.symm 1) 0
    rw [Matrix.mul_apply, Fin.sum_univ_two, s] at e
    have h11 : 0 ≤ R 1 1 := by nlinarith [sq_nonneg (R 1 0), sq_nonneg (R 1 1)]
    have hl : (!![b, 0; 0, 1] * !![1, 0; 0, 0] : Matrix (Fin 2) (Fin 2) ℝ).trace = b := by
      simp [Matrix.trace_fin_two]
    have hr : (!![b, 0; 0, 1] * R).trace = b * R 0 0 + R 1 1 := by
      rw [Matrix.trace_fin_two, Matrix.mul_apply, Matrix.mul_apply, Fin.sum_univ_two,
        Fin.sum_univ_two]
      simp
    rw [hH, hl, hr, show R 0 0 = 1 - R 1 1 by linarith]
    nlinarith [mul_nonneg (sub_nonneg.2 hb) h11]
  · simp [Matrix.trace_fin_two]
  · simp [Matrix.trace_fin_two]

end

end LevelShiftSymmetry
```

```lean
#print axioms LevelShiftSymmetry.roothaan_occupation_conserved
#print axioms LevelShiftSymmetry.threshold_sharp
```

```
'LevelShiftSymmetry.roothaan_occupation_conserved' depends on axioms: [propext, Classical.choice, Quot.sound]
'LevelShiftSymmetry.threshold_sharp' depends on axioms: [propext, Classical.choice, Quot.sound]
```
